# The Falk–Langer fit: bonds that span space have a unique best local deformation matrix

## Bonds, moments and mismatch

Let x_i in R^d be the vector from a chosen particle to its neighbour i in a reference configuration, and let u_i in R^d be a vector measured for the same neighbour later. Usually u_i is the deformed bond, but it can also be the relative displacement, which is the deformed bond minus x_i. Two d × d matrices collect the data:

X = ∑ x_i x_iᵀ

Y = ∑ u_i x_iᵀ

For a d × d matrix A, the mismatch is the total squared error made by treating the neighbourhood as homogeneously deformed by A:

D(A) = ∑ |u_i − A x_i|²

All sums run over the neighbours, with equal weights, and |·| is the Euclidean length. Some of the literature exchanges the letters X and Y. Bonds are differences of positions, so a common translation has already dropped out and a linear map is enough to describe an affine motion.

## Separating local strain from rearrangement

When a glass or a crystal with defects is sheared, part of the motion around a particle is a smooth local deformation and part is rearrangement. The physical problem is to separate the two. The Falk–Langer answer is to choose the matrix that minimises D and to take the remaining mismatch as the measure of rearrangement. This minimum is called the non-affine displacement and often written D²min; it is a squared length, summed over neighbours.

In simulations of amorphous solids, large values of this number are used to locate plastic events. A non-zero value alone does not prove one, because thermal vibrations and reversible elastic motion can also be non-affine. The result here concerns one particle with a given finite set of neighbours and equal weights.

## The best matrix and the minimum

Suppose det X ≠ 0 and put F = Y X⁻¹. Then

D(F) < D(A) for every A ≠ F,

D(F) = ∑ |u_i|² − tr(Y X⁻¹ Yᵀ).

The condition on X is geometric. For any vector v,

vᵀ X v = ∑ (v · x_i)²,

so X is singular exactly when some non-zero v is perpendicular to every bond. Invertibility therefore means that the bonds span R^d: in three dimensions, they do not all lie in one plane through the particle.

In Lean, this is the theorem `falk_langer`. The objects correspond as follows.

- `ι` is the finite set of neighbours. `d` is the finite set of coordinate labels, whereas in the prose d is their number.
- `x u : ι → d → ℝ` are the two families of vectors. No smallness of strain is assumed.
- `moment u v` is ∑ u_i v_iᵀ, so `moment x x` is X and `moment u x` is Y.
- `mismatch x u A` is D(A), with squared lengths written as dot products `⬝ᵥ`. The symbol `*ᵥ` applies a matrix to a vector.
- `localStrain x u` is F. Despite the name, it is the deformation gradient when the u_i are deformed bonds, and the displacement gradient when they are relative displacements. A strain tensor has to be formed from it afterwards.
- `hX` is the hypothesis det X ≠ 0.

The vectors are arbitrary real arrays. That they come from two snapshots of a trajectory, with the same neighbours and consistently chosen periodic images, is the step left to the user of the theorem.

Three further theorems complete the picture. `nonaffine_eq_zero_iff` says that, for invertible X, the minimum is zero exactly when one matrix maps every x_i to u_i. `subtract_homogeneous` says that, again for invertible X, replacing u_i by u_i − G x_i changes F to F − G and leaves the minimum alone. With G the identity, deformed bonds and relative displacements thus give the same non-affine displacement. `not_unique_of_singular` treats det X = 0.

## Derivation from uncorrelated residuals

Write r_i = u_i − F x_i for the residuals of the fit. Since F X = Y,

∑ r_i x_iᵀ = Y − F X = 0.

In this sense the residuals are uncorrelated with the bonds; no mean values are subtracted. Transposing gives ∑ x_i r_iᵀ = 0, and hence, for every matrix C,

∑ (C x_i) · r_i = tr(C ∑ x_i r_iᵀ) = 0.

Now take any A and set C = A − F. Then u_i − A x_i = r_i − C x_i, and

|u_i − A x_i|² = |r_i|² − 2 (C x_i) · r_i + |C x_i|².

On summing, the middle term vanishes:

D(A) = D(F) + ∑ |(A − F) x_i|².

So D(A) ≥ D(F). If the two are equal, then C x_i = 0 for every i, and therefore

C X = ∑ (C x_i) x_iᵀ = 0.

Multiplying by X⁻¹ from the right gives C = 0, that is A = F. This proves strictness.

For the minimum, use the orthogonality once more:

D(F) = ∑ r_i · r_i = ∑ u_i · r_i − ∑ (F x_i) · r_i = ∑ u_i · r_i.

Inserting r_i = u_i − F x_i,

D(F) = ∑ |u_i|² − ∑ (F x_i) · u_i = ∑ |u_i|² − tr(F ∑ x_i u_iᵀ).

The last sum is Yᵀ, and F = Y X⁻¹, which gives the stated value.

The criterion for a zero minimum follows quickly. If D(F) = 0, all residuals vanish and F itself maps x_i to u_i. Conversely, if u_i = A x_i for all i, then D(A) = 0, and 0 ≤ D(F) ≤ D(A) forces D(F) = 0.

For the subtraction of a homogeneous part, the new mixed moment is Y − G X, so the new fit is (Y − G X) X⁻¹ = F − G. The new residuals are

(u_i − G x_i) − (F − G) x_i = u_i − F x_i,

the same as before.

## Collinear bonds leave a shear undetermined

Take d = 2 with two neighbours on opposite sides of the particle, x_1 = (1, 0) and x_2 = (−1, 0), and let nothing move, so u_i = x_i. Then X has the rows (2, 0) and (0, 0), and det X = 0. For each real s, let A_s be the matrix with rows (1, s) and (0, 1). It is a simple shear parallel to the row of atoms, and it leaves both bonds fixed, so

D(A_s) = 0 for every s.

The minimum is still attained, but not by a unique matrix. Having as many neighbours as dimensions is thus not enough for uniqueness; the bonds must span the space.

The general case works in the same way. If X is singular, choose v ≠ 0 with vᵀ X = 0. Then v · x_i = 0 for all i, so adding v vᵀ to any A changes the matrix but none of the vectors A x_i.

## The Lean development

```lean
import Mathlib

open Matrix

namespace FalkLangerStrain

noncomputable section

variable {ι d : Type*} [Fintype ι] [Fintype d] [DecidableEq d]

/-- The moment matrix `∑ u_i v_iᵀ` of two families of vectors attached to the neighbours `i`. -/
def moment (u v : ι → d → ℝ) : Matrix d d ℝ := ∑ i, vecMulVec (u i) (v i)

/-- The squared mismatch `∑ |u_i - A x_i|²` between the measured vectors `u_i` and the
homogeneous deformation `A` of the reference bonds `x_i`. -/
def mismatch (x u : ι → d → ℝ) (A : Matrix d d ℝ) : ℝ :=
  ∑ i, (u i - A *ᵥ x i) ⬝ᵥ (u i - A *ᵥ x i)

/-- The local strain matrix `Y X⁻¹`, with `Y = ∑ u_i x_iᵀ` and `X = ∑ x_i x_iᵀ`. It is defined for
all `x`; if `X` is singular, Mathlib sets `X⁻¹ = 0`, so the value is the zero matrix. -/
def localStrain (x u : ι → d → ℝ) : Matrix d d ℝ := moment u x * (moment x x)⁻¹

omit [Fintype d] [DecidableEq d] in
/-- Exchanging the two families of vectors transposes their moment matrix. -/
theorem moment_transpose (u v : ι → d → ℝ) : (moment u v)ᵀ = moment v u := by
  ext a b
  simp only [moment, Matrix.transpose_apply, Matrix.sum_apply, Matrix.vecMulVec_apply, mul_comm]

omit [DecidableEq d] in
/-- Subtracting a homogeneous deformation `A x_i` from `u_i` subtracts `A ∑ x_i v_iᵀ` from the
moment matrix `∑ u_i v_iᵀ`. -/
theorem moment_sub (x u v : ι → d → ℝ) (A : Matrix d d ℝ) :
    moment (fun i => u i - A *ᵥ x i) v = moment u v - A * moment x v := by
  unfold moment
  rw [Finset.mul_sum, ← Finset.sum_sub_distrib]
  refine Finset.sum_congr rfl fun i _ => ?_
  rw [Matrix.mul_vecMulVec]
  ext a b
  simp only [Matrix.vecMulVec_apply, Matrix.sub_apply, Pi.sub_apply, sub_mul]

omit [DecidableEq d] in
/-- The summed overlap of the deformed bonds `C x_i` with vectors `v_i` is the trace of
`C ∑ x_i v_iᵀ`. -/
theorem sum_dot (x v : ι → d → ℝ) (C : Matrix d d ℝ) :
    ∑ i, (C *ᵥ x i) ⬝ᵥ v i = (C * moment x v).trace := by
  rw [moment, Finset.mul_sum, Matrix.trace_sum]
  refine Finset.sum_congr rfl fun i _ => ?_
  rw [Matrix.mul_vecMulVec, Matrix.trace_vecMulVec]

omit [DecidableEq d] in
/-- A sum of squared lengths is non-negative, and it vanishes only if every vector vanishes. -/
theorem sum_sq (w : ι → d → ℝ) :
    0 ≤ ∑ i, w i ⬝ᵥ w i ∧ (∑ i, w i ⬝ᵥ w i = 0 → ∀ i, w i = 0) := by
  have hn : ∀ i, 0 ≤ w i ⬝ᵥ w i := fun i => Finset.sum_nonneg fun a _ => mul_self_nonneg (w i a)
  refine ⟨Finset.sum_nonneg fun i _ => hn i, fun h i => ?_⟩
  exact dotProduct_self_eq_zero.1
    ((Finset.sum_eq_zero_iff_of_nonneg fun i _ => hn i).1 h i (Finset.mem_univ i))

omit [DecidableEq d] in
/-- A matrix `C` satisfies `C X = 0`, with `X = ∑ x_i x_iᵀ`, exactly when it annihilates every
bond `x_i`. -/
theorem mul_moment_eq_zero_iff (x : ι → d → ℝ) (C : Matrix d d ℝ) :
    C * moment x x = 0 ↔ ∀ i, C *ᵥ x i = 0 := by
  have hm : C * moment x x = moment (fun i => C *ᵥ x i) x := by
    simp only [moment, Finset.mul_sum, Matrix.mul_vecMulVec]
  constructor
  · intro h
    refine (sum_sq fun i => C *ᵥ x i).2 ((sum_dot x (fun i => C *ᵥ x i) C).trans ?_)
    rw [← moment_transpose, ← hm, h]
    simp
  · intro h
    rw [hm]
    ext a b
    simp [moment, h, Matrix.sum_apply]

omit [DecidableEq d] in
/-- If `A` solves the normal equation `A X = Y`, the mismatch of any `B` is that of `A` plus
`∑ |(B - A) x_i|²`, and the mismatch of `A` is `∑ |u_i|² - tr(A Yᵀ)`. -/
theorem mismatch_of_normal (x u : ι → d → ℝ) (A : Matrix d d ℝ)
    (h : A * moment x x = moment u x) :
    (∀ B, mismatch x u B = mismatch x u A + ∑ i, ((B - A) *ᵥ x i) ⬝ᵥ ((B - A) *ᵥ x i)) ∧
      mismatch x u A = ∑ i, u i ⬝ᵥ u i - (A * (moment u x)ᵀ).trace := by
  -- the residuals are uncorrelated with the bonds
  have h0 : moment x (fun i => u i - A *ᵥ x i) = 0 := by
    rw [← moment_transpose, moment_sub, h, sub_self, Matrix.transpose_zero]
  have hc : ∀ C : Matrix d d ℝ, ∑ i, (C *ᵥ x i) ⬝ᵥ (u i - A *ᵥ x i) = 0 := fun C =>
    (sum_dot x (fun i => u i - A *ᵥ x i) C).trans (by rw [h0]; simp)
  constructor
  · intro B
    have gen : ∀ p q : d → ℝ, (p - q) ⬝ᵥ (p - q) = p ⬝ᵥ p - 2 * (q ⬝ᵥ p) + q ⬝ᵥ q := by
      intro p q
      rw [sub_dotProduct, dotProduct_sub, dotProduct_sub, dotProduct_comm p q]
      ring
    have e : ∀ i, u i - B *ᵥ x i = (u i - A *ᵥ x i) - (B - A) *ᵥ x i := by
      intro i
      rw [Matrix.sub_mulVec]
      abel
    unfold mismatch
    rw [Finset.sum_congr rfl fun i _ => (by rw [e i, gen] :
      (u i - B *ᵥ x i) ⬝ᵥ (u i - B *ᵥ x i) = (u i - A *ᵥ x i) ⬝ᵥ (u i - A *ᵥ x i)
        - 2 * (((B - A) *ᵥ x i) ⬝ᵥ (u i - A *ᵥ x i)) + ((B - A) *ᵥ x i) ⬝ᵥ ((B - A) *ᵥ x i)),
      Finset.sum_add_distrib, Finset.sum_sub_distrib, ← Finset.mul_sum, hc]
    ring
  · have gen : ∀ p q : d → ℝ, (p - q) ⬝ᵥ (p - q) = p ⬝ᵥ p - q ⬝ᵥ p - q ⬝ᵥ (p - q) := by
      intro p q
      rw [sub_dotProduct, dotProduct_sub p, dotProduct_comm p q]
    unfold mismatch
    rw [Finset.sum_congr rfl fun i _ => gen (u i) (A *ᵥ x i), Finset.sum_sub_distrib,
      Finset.sum_sub_distrib, hc, sum_dot, moment_transpose, sub_zero]

/-- Falk-Langer non-affine displacement: if `X = ∑ x_i x_iᵀ` is invertible, `Y X⁻¹` has a strictly
smaller mismatch than any other matrix, and the minimum is `∑ |u_i|² - tr(Y X⁻¹ Yᵀ)`. -/
theorem falk_langer (x u : ι → d → ℝ) (hX : (moment x x).det ≠ 0) :
    (∀ A, A ≠ localStrain x u → mismatch x u (localStrain x u) < mismatch x u A) ∧
      mismatch x u (localStrain x u) =
        ∑ i, u i ⬝ᵥ u i - (moment u x * (moment x x)⁻¹ * (moment u x)ᵀ).trace := by
  have hN : localStrain x u * moment x x = moment u x := by
    rw [localStrain, Matrix.mul_assoc, Matrix.nonsing_inv_mul _ hX.isUnit, Matrix.mul_one]
  obtain ⟨hP, hV⟩ := mismatch_of_normal x u _ hN
  refine ⟨fun A hA => ?_, hV⟩
  obtain ⟨hn, hz⟩ := sum_sq fun i => (A - localStrain x u) *ᵥ x i
  rw [hP A]
  refine lt_add_of_pos_right _ (lt_of_le_of_ne hn fun h => hA ?_)
  -- equal mismatch forces the difference to annihilate all bonds, hence to vanish
  have hC := (mul_moment_eq_zero_iff x _).2 (hz h.symm)
  have hD := congrArg (· * (moment x x)⁻¹) hC
  simp only [Matrix.mul_assoc, Matrix.mul_nonsing_inv _ hX.isUnit, Matrix.mul_one,
    Matrix.zero_mul] at hD
  exact sub_eq_zero.1 hD

/-- If `X = ∑ x_i x_iᵀ` is singular, every matrix `A` shares its mismatch with a different
matrix `B`. -/
theorem not_unique_of_singular (x u : ι → d → ℝ) (hX : (moment x x).det = 0)
    (A : Matrix d d ℝ) : ∃ B, B ≠ A ∧ mismatch x u B = mismatch x u A := by
  obtain ⟨v, hv, h0⟩ := Matrix.exists_vecMul_eq_zero_iff.2 hX
  -- a deformation along a direction that no bond probes
  have hx := (mul_moment_eq_zero_iff x (vecMulVec v v)).1 (by
    rw [Matrix.vecMulVec_mul, h0]
    ext a b
    simp [Matrix.vecMulVec_apply])
  refine ⟨A + vecMulVec v v, fun e => hv ?_, ?_⟩
  · have ht := congrArg Matrix.trace (add_eq_left.1 e)
    rw [Matrix.trace_vecMulVec, Matrix.trace_zero] at ht
    exact dotProduct_self_eq_zero.1 ht
  · simp only [mismatch, Matrix.add_mulVec, hx, add_zero]

/-- For invertible `X = ∑ x_i x_iᵀ`, the non-affine displacement vanishes exactly when a single
matrix `A` maps every bond `x_i` to `u_i`. -/
theorem nonaffine_eq_zero_iff (x u : ι → d → ℝ) (hX : (moment x x).det ≠ 0) :
    mismatch x u (localStrain x u) = 0 ↔ ∃ A : Matrix d d ℝ, ∀ i, u i = A *ᵥ x i := by
  have hs := sum_sq fun i => u i - localStrain x u *ᵥ x i
  constructor
  · exact fun h => ⟨localStrain x u, fun i => sub_eq_zero.1 (hs.2 h i)⟩
  · rintro ⟨A, hA⟩
    have h0 : mismatch x u A = 0 := by simp [mismatch, ← hA]
    by_cases e : A = localStrain x u
    · rw [← e, h0]
    · have hlt := (falk_langer x u hX).1 A e
      rw [h0] at hlt
      exact absurd hs.1 (not_le_of_gt hlt)

/-- For invertible `X = ∑ x_i x_iᵀ`, subtracting a homogeneous part `G x_i` from every `u_i` lowers
the local strain matrix by `G` and leaves the non-affine displacement unchanged. -/
theorem subtract_homogeneous (x u : ι → d → ℝ) (G : Matrix d d ℝ)
    (hX : (moment x x).det ≠ 0) :
    localStrain x (fun i => u i - G *ᵥ x i) = localStrain x u - G ∧
      mismatch x (fun i => u i - G *ᵥ x i) (localStrain x (fun i => u i - G *ᵥ x i)) =
        mismatch x u (localStrain x u) := by
  have h : localStrain x (fun i => u i - G *ᵥ x i) = localStrain x u - G := by
    unfold localStrain
    rw [moment_sub, Matrix.sub_mul, Matrix.mul_assoc G, Matrix.mul_nonsing_inv _ hX.isUnit,
      Matrix.mul_one]
  refine ⟨h, ?_⟩
  rw [h]
  simp only [mismatch, Matrix.sub_mulVec, sub_sub, add_sub_cancel]

end

end FalkLangerStrain
```

```lean
#print axioms FalkLangerStrain.falk_langer
-- 'FalkLangerStrain.falk_langer' depends on axioms: [propext, Classical.choice, Quot.sound]
#print axioms FalkLangerStrain.not_unique_of_singular
-- 'FalkLangerStrain.not_unique_of_singular' depends on axioms: [propext, Classical.choice, Quot.sound]
#print axioms FalkLangerStrain.nonaffine_eq_zero_iff
-- 'FalkLangerStrain.nonaffine_eq_zero_iff' depends on axioms: [propext, Classical.choice, Quot.sound]
#print axioms FalkLangerStrain.subtract_homogeneous
-- 'FalkLangerStrain.subtract_homogeneous' depends on axioms: [propext, Classical.choice, Quot.sound]
```

## From the moment identities to the theorem

The first lemmas supply the algebra of moments. `moment_transpose` says that exchanging the two families transposes the matrix. `moment_sub` is the linearity that gives ∑ r_i x_iᵀ = Y − F X. `sum_dot` is the trace identity

∑ (C x_i) · v_i = tr(C ∑ x_i v_iᵀ).

`sum_sq` records that a sum of squared lengths is non-negative and is zero only if each vector is zero.

`mul_moment_eq_zero_iff` states that C X = 0 exactly when C x_i = 0 for every i. From right to left this is the formula C X = ∑ (C x_i) x_iᵀ, which appears in the proof as `hm`. From left to right, `sum_dot` with v_i = C x_i gives

∑ |C x_i|² = tr(C (C X)ᵀ) = 0,

and `sum_sq` then makes each C x_i vanish.

The least-squares argument is in `mismatch_of_normal`. It assumes only the normal equation A X = Y, not that X is invertible. Here `A` is the fitted matrix and `B` the competitor, the roles played by F and A in the derivation above. The step `h0` is the vanishing correlation between bonds and residuals, and `hc` is the resulting orthogonality for every C. In the first half, `gen` expands the square of a difference, `e` writes the residual of `B` as that of `A` minus (B − A) x_i, and the rewriting with `hc` removes the cross term. In the second half, another identity called `gen` splits |p − q|² as

p · p − q · p − q · (p − q),

with p = u_i and q = A x_i. The last term sums to zero by `hc`, and `sum_dot` turns the middle one into the trace.

`falk_langer` then has little left to do. The step `hN` checks that Y X⁻¹ solves the normal equation, using `hX`, and `mismatch_of_normal` provides both the expansion `hP` and the value `hV`. For strictness, the extra sum in `hP` is non-negative, so it suffices to show that it is not zero. If it were, `mul_moment_eq_zero_iff` would give (A − F) X = 0, and multiplication by X⁻¹ in `hD` would give A = F, against the assumption `hA`.

In `not_unique_of_singular`, Mathlib's `Matrix.exists_vecMul_eq_zero_iff` produces the vector v from the vanishing determinant. The lemma `mul_moment_eq_zero_iff`, applied to v vᵀ, shows that this matrix annihilates every bond. It is not the zero matrix because its trace is v · v, which is non-zero.

`nonaffine_eq_zero_iff` separates two cases when a matrix `A` maps every bond correctly. If `A` is the fitted matrix, its mismatch is already zero. If it is not, `falk_langer` would make the fitted mismatch smaller than zero, which `sum_sq` excludes. `subtract_homogeneous` obtains the shift of the matrix from `moment_sub`, and the equality of the two minima from the cancellation of G in each residual.
